# A self-consistency equation solved by iteration from zero, for a contraction of a ball in finite dimension

The declaration concerns a self-consistency equation `f L = L` in a finite-dimensional real normed space, where `f` maps the closed ball of radius `r ≥ 0` about zero into itself and shrinks distances there by a factor `q`, with `0 ≤ q < 1`. It states that a solution `L` exists in the ball, that the iteration started at zero converges to it, and that after `k` steps the error is at most `q ^ k * r`. No particular physical model is assumed, and uniqueness of the solution is not claimed. The attempt bounds the successive steps by a geometric sequence, takes the limit by completeness, shows that the limit is fixed, and gets the error bound by induction.

Lean 4 with Mathlib refuses this proof:

```lean
import Mathlib

open Matrix Filter Topology
open scoped Matrix.Norms.Frobenius

namespace BallIteration

noncomputable section

/-- In a finite-dimensional space, a map that keeps the ball of radius `r` and contracts it by a
factor `q < 1` has a fixed point there, to which the iteration from zero converges with error at
most `q ^ k * r` after `k` steps. -/
theorem ball_iteration {E : Type*} [NormedAddCommGroup E] [NormedSpace ℝ E]
    [FiniteDimensional ℝ E] {f : E → E} {r q : ℝ} (hr : 0 ≤ r) (hq0 : 0 ≤ q) (hq1 : q < 1)
    (hball : ∀ x, ‖x‖ ≤ r → ‖f x‖ ≤ r)
    (hlip : ∀ x y, ‖x‖ ≤ r → ‖y‖ ≤ r → ‖f x - f y‖ ≤ q * ‖x - y‖) :
    ∃ L, f L = L ∧ ‖L‖ ≤ r ∧ Tendsto (fun k => f^[k] 0) atTop (𝓝 L) ∧
      ∀ k, ‖f^[k] 0 - L‖ ≤ q ^ k * r := by
  haveI : CompleteSpace E := FiniteDimensional.complete ℝ E
  have hmem : ∀ k, ‖f^[k] 0‖ ≤ r := by
    intro k
    induction k with
    | zero => simpa using hr
    | succ k ih => rw [Function.iterate_succ_apply']; exact hball _ ih
  -- successive steps shrink geometrically
  have hstep : ∀ k, ‖f^[k] 0 - f^[k + 1] 0‖ ≤ r * q ^ k := by
    intro k
    induction k with
    | zero => simpa using hmem 1
    | succ k ih =>
      rw [Function.iterate_succ_apply' f k, Function.iterate_succ_apply' f (k + 1)]
      calc _ ≤ q * ‖f^[k] 0 - f^[k + 1] 0‖ := hlip _ _ (hmem k) (hmem (k + 1))
        _ ≤ q * (r * q ^ k) := mul_le_mul_of_nonneg_left ih hq0
        _ = r * q ^ (k + 1) := by ring
  obtain ⟨L, hL⟩ := cauchySeq_tendsto_of_complete
    (cauchySeq_of_le_geometric q r hq1 fun k => by rw [dist_eq_norm]; exact hstep k)
  have hLr : ‖L‖ ≤ r := le_of_tendsto' hL.norm hmem
  have h0 := (tendsto_iff_norm_sub_tendsto_zero.1 hL).const_mul q
  rw [mul_zero] at h0
  have h1 : Tendsto (fun k => f^[k + 1] 0) atTop (𝓝 (f L)) :=
    tendsto_iff_norm_sub_tendsto_zero.2 (squeeze_zero (fun _ => norm_nonneg _)
      (fun k => by rw [Function.iterate_succ_apply']; exact hlip _ _ (hmem k) hLr) h0)
  have hfix : f L = L := tendsto_nhds_unique h1 (hL.comp (tendsto_add_atTop_nat 1))
  refine ⟨L, hfix, hLr, hL, fun k => ?_⟩
  induction k with
  | zero => simpa using hLr
  | succ k ih =>
    have h := hlip _ _ (hmem k) hLr
    rw [hfix] at h
    rw [Function.iterate_succ_apply']
    calc _ ≤ q * ‖f^[k] 0 - L‖ := h
      _ ≤ q * (q ^ k * r) := mul_le_mul_of_nonneg_left ih hq0
      _ = q ^ (k + 1) * r := by ring

end

end BallIteration
```

The compiler's answer:

```
Main.lean:19:2: warning: Try this: 
  haveI̵

The goal is a proposition, so `have` is preferred over `haveI`.
The difference between `have` and `haveI` is that `haveI` inlines the value.
But this is not relevant for proofs because of proof irrelevance.

Note: This linter can be disabled with `set_option linter.style.haveILetI false`
Main.lean:36:55: error: typeclass instance problem is stuck
  SeminormedAddCommGroup ?m.309

Note: Lean will not try to resolve this typeclass instance problem because the type argument to `SeminormedAddCommGroup` is a metavariable. This argument must be fully determined before Lean will try to resolve the typeclass.

Hint: Adding type annotations and supplying implicit arguments to functions can give Lean more information for typeclass resolution. For example, if you have a variable `x` that you intend to be a `Nat`, but Lean reports it as having an unresolved type like `?m`, replacing `x` with `(x : Nat)` can get typeclass resolution un-stuck.
```

The mended proof, as a diff:

```diff
@@ -17,5 +17,5 @@
     ∃ L, f L = L ∧ ‖L‖ ≤ r ∧ Tendsto (fun k => f^[k] 0) atTop (𝓝 L) ∧
       ∀ k, ‖f^[k] 0 - L‖ ≤ q ^ k * r := by
-  haveI : CompleteSpace E := FiniteDimensional.complete ℝ E
+  have : CompleteSpace E := FiniteDimensional.complete ℝ E
   have hmem : ∀ k, ‖f^[k] 0‖ ≤ r := by
     intro k
@@ -33,6 +33,7 @@
         _ ≤ q * (r * q ^ k) := mul_le_mul_of_nonneg_left ih hq0
         _ = r * q ^ (k + 1) := by ring
-  obtain ⟨L, hL⟩ := cauchySeq_tendsto_of_complete
-    (cauchySeq_of_le_geometric q r hq1 fun k => by rw [dist_eq_norm]; exact hstep k)
+  have hc : CauchySeq (fun k : ℕ => f^[k] (0 : E)) :=
+    cauchySeq_of_le_geometric q r hq1 fun k => by rw [dist_eq_norm]; exact hstep k
+  obtain ⟨L, hL⟩ := cauchySeq_tendsto_of_complete hc
   have hLr : ‖L‖ ≤ r := le_of_tendsto' hL.norm hmem
   have h0 := (tendsto_iff_norm_sub_tendsto_zero.1 hL).const_mul q
```

Diagnosis. The error is at `dist_eq_norm`, inside the argument of `cauchySeq_tendsto_of_complete`. Nothing there had yet told Lean which sequence was meant, or in which space: `q`, `r` and `hq1` don't say, and `obtain` gives no expected statement. So `rw [dist_eq_norm]` met a distance in an unknown type, and Lean could not look for the `SeminormedAddCommGroup` instance the lemma needs. The term `hstep k` would have named the sequence, but it comes only after the rewrite.

The repair first states `hc : CauchySeq (fun k : ℕ => f^[k] (0 : E))`. This fixes both the sequence and the space `E` before the rewrite runs, so the instance is found and `hstep k` closes the goal. `hc` is then passed to `cauchySeq_tendsto_of_complete`.

The change from `haveI` to `have` is mere tidying: it answers the linter's warning, which notes that the difference does not matter in a proof.
